# The octahedral average of the squared rotation character is 1, 1, 2, 3 for s, p, d, f shells

## Definitions, conventions and identities

For a natural number $L$ and a real angle $t$ in radians,

$$\chi_L(t)=\sum_{m=-L}^{L}\cos(mt)$$

is the character of a rotation by $t$ on the $2L+1$ orbital states of angular momentum $L$; the sine parts of $e^{-imt}$ cancel between $m$ and $-m$. In Lean it is `chi L t`. For a function $f$ of the angle, `cubicAverage f` is

$$\langle f\rangle=\tfrac1{24}\left[f(0)+8f(2\pi/3)+9f(\pi)+6f(\pi/2)\right].$$

The weights are postulated. They count the 24 proper octahedral rotations by unsigned angle: the identity, eight threefold rotations, nine half-turns (three about cube axes, six about edge axes) and six quarter-turns. Finally $N_L=\langle\chi_L^2\rangle$ is `parameterCount L`, a real number.

For all natural $L,K,d$ and real $t$, `chi_sq` and `chi_mul` state

$$\chi_L^2=\sum_{k=0}^{2L}\chi_k,\qquad \chi_{K+d}\,\chi_K=\sum_{k=0}^{2K}\chi_{d+k},$$

where `Finset.range (2 * L + 1)` is $k=0,\dots,2L$. Then `parameterCount_eq_sum` gives $N_L=\sum_{k=0}^{2L}\langle\chi_k\rangle$, and `parameterCount_closed` gives $N_L=[(2L+1)^2+15+8\epsilon_L]/24$, with $\epsilon_L=0$ if $L \bmod 3=1$ and $\epsilon_L=1$ otherwise. `parameterCount_spdf` states $N_0,\dots,N_3=1,1,2,3$.

## Checking a symmetrised on-site matrix

By character theory, $N_L$ is the number of real parameters of a Hermitian $(2L+1)\times(2L+1)$ matrix that commutes with the octahedral rotations, and $\langle\chi_k\rangle$ is the number contributed by tensor operators of rank $k$. A code that fits or symmetrises the crystal-field matrix of a single spinless shell at a site of octahedral symmetry can compare $N_L$ with the rank of the projector that averages Hermitian matrices over the 24 rotations. The count includes the uniform shift $k=0$, so the s, p, d, f shells have $0,0,1,2$ splitting parameters.

For the d shell, $\chi_2$ at the angles $0,2\pi/3,\pi,\pi/2$ is $5,-1,1,-1$, so $N_2=(25+8+9+6)/24=2$. Rank by rank, $24\langle\chi_k\rangle$ for $k=0,\dots,4$ is $1+8+9+6=24$, $3+0-9+6=0$, $5-8+9-6=0$, $7+8-9-6=0$ and $9+0+9+6=24$. Ranks 0 and 4 contribute one parameter each.

## From one added pair of cosines to the closed form

Raising $L$ adds the terms $m=\pm(L+1)$, so $\chi_{L+1}=\chi_L+2\cos((L+1)t)$ (`chi_succ`), starting from $\chi_0=1$. The character identities below need one further trigonometric formula, $2\cos a\cos b=\cos(a+b)+\cos(a-b)$ for real $a,b$ (`cos_prod`), together with $\cos 0=1$; the class values also use the cosines of $2\pi/3$, $\pi$ and $\pi/2$.

The working identity, `cos_mul_chi`, holds for all natural $n,K$:

$$2\cos((n+K+1)t)\,\chi_K=\chi_{n+2K+1}-\chi_n .$$

At $K=0$ it is the raising rule. For $K+1$, raise $\chi_K$, use the case $K$ with $n+1$ in place of $n$, and expand the product of cosines:

$$2\cos((n+K+2)t)\,\chi_{K+1}=\chi_{n+2K+2}-\chi_{n+1}+2\cos((n+2K+3)t)+2\cos((n+1)t)=\chi_{n+2K+3}-\chi_n .$$

The square follows by induction on $L$ from $\chi_0^2=\chi_0$. Squaring the raising rule and using the identity at $n=0$, $K=L$,

$$\chi_{L+1}^2=\chi_L^2+2(\chi_{2L+1}-1)+2\cos((2L+2)t)+2=\chi_L^2+\chi_{2L+1}+\chi_{2L+2}.$$

The general product follows by induction on $d$ from the square at $d=0$. Raising the first factor and taking $n=d$ gives $\chi_{K+d+1}\chi_K=\chi_{K+d}\chi_K+\chi_{d+2K+1}-\chi_d$, which moves the window of ranks up by one.

Setting $K=1$, $d=L$ gives $\chi_{L+1}(1+2\cos t)=\chi_L+\chi_{L+1}+\chi_{L+2}$, that is $\chi_{L+2}=2\cos t\,\chi_{L+1}-\chi_L$ (`chi_rec`). With $\chi_0=1$ and $\chi_1=1+2\cos t$ this fixes the class values (`chi_class_values`). At $2\pi/3$, where $2\cos t=-1$, the values cycle through $1,0,-1$, so $\chi_L^2=\epsilon_L$. At $\pi$, $\chi_L=(-1)^L$. At $\pi/2$, $\chi_{L+2}=-\chi_L$ with $\chi_0=\chi_1=1$. Both squares are 1. At $t=0$ the raising rule adds 2 per step, so $\chi_L=2L+1$.

Linearity of the average turns the square into the sum over ranks. Inserting the class values gives $24N_L=(2L+1)^2+8\epsilon_L+9+6$, which for $L=0,\dots,3$ is $24,24,48,72$.

## The Lean file

```lean
import Mathlib

open Real

namespace CubicFieldParameters

noncomputable section

/-- Character of a rotation by the angle `t` on angular momentum `L`:
the sum of `cos (m t)` over the integers `m = -L, ..., L`. -/
def chi (L : ℕ) (t : ℝ) : ℝ := ∑ m ∈ Finset.Icc (-(L : ℤ)) (L : ℤ), cos ((m : ℝ) * t)

/-- Average of a function of the rotation angle over the 24 proper octahedral rotations:
one of angle `0`, eight of angle `2π/3`, nine of angle `π`, six of angle `π/2`. -/
def cubicAverage (f : ℝ → ℝ) : ℝ :=
  (f 0 + 8 * f (2 * π / 3) + 9 * f π + 6 * f (π / 2)) / 24

/-- The cubic average of the squared character of the shell of angular momentum `L`. -/
def parameterCount (L : ℕ) : ℝ := cubicAverage (fun t => chi L t ^ 2)

/-- Raising `L` by one adds the two terms `m = ±(L+1)` to the character. -/
theorem chi_succ (L : ℕ) (t : ℝ) :
    chi (L + 1) t = chi L t + 2 * cos (((L : ℝ) + 1) * t) := by
  have h : Finset.Icc (-((L + 1 : ℕ) : ℤ)) ((L + 1 : ℕ) : ℤ) =
      insert ((L : ℤ) + 1) (insert (-((L : ℤ) + 1)) (Finset.Icc (-(L : ℤ)) (L : ℤ))) := by
    ext m
    simp only [Finset.mem_insert, Finset.mem_Icc]
    omega
  have n1 : ((L : ℤ) + 1) ∉ insert (-((L : ℤ) + 1)) (Finset.Icc (-(L : ℤ)) (L : ℤ)) := by
    simp only [Finset.mem_insert, Finset.mem_Icc]
    omega
  have n2 : (-((L : ℤ) + 1)) ∉ Finset.Icc (-(L : ℤ)) (L : ℤ) := by
    simp only [Finset.mem_Icc]
    omega
  unfold chi
  rw [h, Finset.sum_insert n1, Finset.sum_insert n2]
  push_cast
  rw [neg_mul, cos_neg]
  ring

/-- Product-to-sum formula: `2 cos a cos b = cos u + cos v` for `u = a + b`, `v = a - b`. -/
theorem cos_prod (a b u v : ℝ) (hu : u = a + b) (hv : v = a - b) :
    2 * cos a * cos b = cos u + cos v := by
  rw [hu, hv, cos_add, cos_sub]
  ring

/-- The character of `K` times `2 cos ((n+K+1) t)` is the difference of the characters
of `n + 2K + 1` and of `n`. -/
theorem cos_mul_chi (K n : ℕ) (t : ℝ) :
    2 * cos (((n : ℝ) + K + 1) * t) * chi K t = chi (n + 2 * K + 1) t - chi n t := by
  induction K generalizing n with
  | zero =>
    have h0 : chi 0 t = 1 := by simp [chi]
    have h := chi_succ n t
    simp only [Nat.cast_zero, add_zero, mul_zero]
    rw [h0]
    linarith
  | succ K ih =>
    have h1 := ih (n + 1)
    have h2 := chi_succ K t
    have h3 := chi_succ n t
    have h4 := chi_succ (n + 1 + 2 * K + 1) t
    have h5 := cos_prod (((n : ℝ) + K + 2) * t) (((K : ℝ) + 1) * t)
      (((n : ℝ) + 2 * K + 3) * t) (((n : ℝ) + 1) * t) (by ring) (by ring)
    have e : n + 2 * (K + 1) + 1 = n + 1 + 2 * K + 1 + 1 := by ring
    have e1 : ((n + 1 : ℕ) : ℝ) + K + 1 = n + K + 2 := by push_cast; ring
    have e2 : (n : ℝ) + ((K + 1 : ℕ) : ℝ) + 1 = n + K + 2 := by push_cast; ring
    have e3 : ((n + 1 + 2 * K + 1 : ℕ) : ℝ) + 1 = n + 2 * K + 3 := by push_cast; ring
    rw [e1] at h1
    rw [e3] at h4
    rw [e, e2, h4, h2]
    linear_combination h1 + 2 * h5 - h3

/-- The square of the character of `L` is the sum of the characters of `k = 0, ..., 2L`. -/
theorem chi_sq (L : ℕ) (t : ℝ) :
    chi L t ^ 2 = ∑ k ∈ Finset.range (2 * L + 1), chi k t := by
  have h0 : chi 0 t = 1 := by simp [chi]
  induction L with
  | zero => simp [h0]
  | succ L ih =>
    have e : 2 * (L + 1) + 1 = 2 * L + 1 + 1 + 1 := by ring
    have h1 := cos_mul_chi L 0 t
    simp only [Nat.cast_zero, zero_add] at h1
    rw [h0] at h1
    have h5 := cos_prod (((L : ℝ) + 1) * t) (((L : ℝ) + 1) * t)
      ((((2 * L + 1 : ℕ) : ℝ) + 1) * t) 0 (by push_cast; ring) (by ring)
    rw [cos_zero] at h5
    -- the new terms of the square supply the ranks `2L+1` and `2L+2`
    rw [e, Finset.sum_range_succ, Finset.sum_range_succ, ← ih, chi_succ L t,
      chi_succ (2 * L + 1) t]
    linear_combination 2 * h1 + 2 * h5

/-- Clebsch-Gordan series for characters: the product of the characters of `K + d` and `K`
is the sum of the characters of `d, d + 1, ..., d + 2K`. -/
theorem chi_mul (K d : ℕ) (t : ℝ) :
    chi (K + d) t * chi K t = ∑ k ∈ Finset.range (2 * K + 1), chi (d + k) t := by
  induction d with
  | zero =>
    have h := chi_sq K t
    simp only [add_zero, zero_add]
    rw [← h]
    ring
  | succ d ih =>
    -- the window of ranks moves up by one: `d` leaves, `d + 2K + 1` enters
    have h1 : ∑ k ∈ Finset.range (2 * K + 1 + 1), chi (d + k) t =
        ∑ k ∈ Finset.range (2 * K + 1), chi (d + k) t + chi (d + (2 * K + 1)) t :=
      Finset.sum_range_succ (fun k => chi (d + k) t) (2 * K + 1)
    have h2 : ∑ k ∈ Finset.range (2 * K + 1 + 1), chi (d + k) t =
        ∑ k ∈ Finset.range (2 * K + 1), chi (d + (k + 1)) t + chi d t :=
      Finset.sum_range_succ' (fun k => chi (d + k) t) (2 * K + 1)
    have h3 : ∑ k ∈ Finset.range (2 * K + 1), chi (d + 1 + k) t =
        ∑ k ∈ Finset.range (2 * K + 1), chi (d + (k + 1)) t :=
      Finset.sum_congr rfl fun k _ => by rw [show d + 1 + k = d + (k + 1) by ring]
    have h4 := cos_mul_chi K d t
    rw [show d + 2 * K + 1 = d + (2 * K + 1) by ring] at h4
    have h5 := chi_succ (K + d) t
    rw [show ((K + d : ℕ) : ℝ) + 1 = (d : ℝ) + K + 1 by push_cast; ring] at h5
    rw [show K + (d + 1) = K + d + 1 by ring, h5, h3]
    linear_combination ih + h4 - h1 + h2

/-- Three-term recurrence of the characters in the angular momentum. -/
theorem chi_rec (L : ℕ) (t : ℝ) :
    chi (L + 2) t = 2 * cos t * chi (L + 1) t - chi L t := by
  have h0 : chi 0 t = 1 := by simp [chi]
  have h1 : chi 1 t = 1 + 2 * cos t := by simpa [h0] using chi_succ 0 t
  -- coupling with angular momentum one
  have h : chi (1 + L) t * chi 1 t = ∑ k ∈ Finset.range 3, chi (L + k) t := chi_mul 1 L t
  simp only [Finset.sum_range_succ, Finset.sum_range_zero, add_zero, zero_add] at h
  rw [add_comm 1 L, h1] at h
  linear_combination -h

/-- The character at angle `0` is `2L + 1`; its square is `1` at `π` and `π/2`, and at
`2π/3` it is `0` when `L mod 3 = 1` and `1` otherwise. -/
theorem chi_class_values (L : ℕ) :
    chi L 0 = 2 * L + 1 ∧ chi L (2 * π / 3) ^ 2 = (if L % 3 = 1 then 0 else 1) ∧
      chi L π ^ 2 = 1 ∧ chi L (π / 2) ^ 2 = 1 := by
  have h0 : ∀ t, chi 0 t = 1 := fun t => by simp [chi]
  have h1 : ∀ t, chi 1 t = 1 + 2 * cos t := fun t => by simpa [h0] using chi_succ 0 t
  have hc : cos (2 * π / 3) = -(1 / 2) := by
    rw [show 2 * π / 3 = π - π / 3 by ring, cos_pi_sub, cos_pi_div_three]
  have ha : ∀ n : ℕ, chi n 0 = 2 * n + 1 := by
    intro n
    induction n with
    | zero => simp [h0]
    | succ n ih => rw [chi_succ, ih, mul_zero, cos_zero]; push_cast; ring
  -- threefold axis: the values cycle through 1, 0, -1
  have hb : ∀ n : ℕ,
      chi n (2 * π / 3) = (if n % 3 = 0 then 1 else if n % 3 = 1 then 0 else -1) ∧
      chi (n + 1) (2 * π / 3) =
        (if (n + 1) % 3 = 0 then 1 else if (n + 1) % 3 = 1 then 0 else -1) := by
    intro n
    induction n with
    | zero =>
      constructor
      · rw [h0]; norm_num
      · rw [zero_add, h1, hc]; norm_num
    | succ n ih =>
      refine ⟨ih.2, ?_⟩
      rw [show n + 1 + 1 = n + 2 from rfl, chi_rec, ih.1, ih.2, hc]
      split_ifs <;> first | (exfalso; omega) | norm_num
  have hp : ∀ n : ℕ, chi n π = (-1) ^ n ∧ chi (n + 1) π = (-1) ^ (n + 1) := by
    intro n
    induction n with
    | zero =>
      constructor
      · rw [h0]; norm_num
      · rw [zero_add, h1, cos_pi]; norm_num
    | succ n ih =>
      refine ⟨ih.2, ?_⟩
      rw [show n + 1 + 1 = n + 2 from rfl, chi_rec, ih.1, ih.2, cos_pi]
      ring
  have hq : ∀ n : ℕ, chi n (π / 2) ^ 2 = 1 ∧ chi (n + 1) (π / 2) ^ 2 = 1 := by
    intro n
    induction n with
    | zero =>
      constructor
      · rw [h0]; norm_num
      · rw [zero_add, h1, cos_pi_div_two]; norm_num
    | succ n ih =>
      refine ⟨ih.2, ?_⟩
      rw [show n + 1 + 1 = n + 2 from rfl, chi_rec, cos_pi_div_two]
      linear_combination ih.1
  refine ⟨ha L, ?_, ?_, (hq L).1⟩
  · rw [(hb L).1]
    split_ifs <;> first | (exfalso; omega) | norm_num
  · rw [(hp L).1, ← pow_mul, mul_comm, pow_mul]
    norm_num

/-- The cubic average of the squared character of `L` is the sum of the cubic averages
of the characters of the ranks `k = 0, ..., 2L`. -/
theorem parameterCount_eq_sum (L : ℕ) :
    parameterCount L = ∑ k ∈ Finset.range (2 * L + 1), cubicAverage (chi k) := by
  simp only [parameterCount, cubicAverage, chi_sq, ← Finset.sum_div, Finset.sum_add_distrib,
    ← Finset.mul_sum]

/-- Closed form of the cubic average of the squared character for every `L`. -/
theorem parameterCount_closed (L : ℕ) :
    parameterCount L = ((2 * L + 1) ^ 2 + 15 + (if L % 3 = 1 then 0 else 8)) / 24 := by
  obtain ⟨a, b, c, d⟩ := chi_class_values L
  simp only [parameterCount, cubicAverage]
  rw [a, b, c, d]
  split_ifs <;> ring

/-- The cubic averages of the squared character are `1, 1, 2, 3` for the s, p, d, f shells
`L = 0, 1, 2, 3`. -/
theorem parameterCount_spdf :
    parameterCount 0 = 1 ∧ parameterCount 1 = 1 ∧ parameterCount 2 = 2 ∧
      parameterCount 3 = 3 := by
  refine ⟨?_, ?_, ?_, ?_⟩ <;> rw [parameterCount_closed] <;> norm_num

end

end CubicFieldParameters
```

```lean
#print axioms CubicFieldParameters.parameterCount_eq_sum
#print axioms CubicFieldParameters.parameterCount_spdf
```

```
'CubicFieldParameters.parameterCount_eq_sum' depends on axioms: [propext, Classical.choice, Quot.sound]
'CubicFieldParameters.parameterCount_spdf' depends on axioms: [propext, Classical.choice, Quot.sound]
```

In `chi_succ`, `omega` shows that the integer interval gains exactly two new points. In `cos_mul_chi`, `induction K generalizing n` makes the hypothesis available at $n+1$. The `linear_combination` calls assemble the inductive steps above; in `chi_sq`, `2 * h1 + 2 * h5` supplies the cross term and the squared cosine. In `chi_mul`, `Finset.sum_range_succ` and `Finset.sum_range_succ'` split off the top and the bottom rank of a window one longer. In `chi_class_values`, the inductions at the three nonzero angles carry two consecutive values (their squares at $\pi/2$), because the recurrence reaches back two steps.

## Reach of the theorems

The theorems are exact statements about cosine sums and one weighted average, for every natural $L$. The file contains no rotation matrices, no group and no operator space, so the weights rest on a count of the rotations, and the reading of $N_L$ and $\langle\chi_k\rangle$ as parameter counts on representation theory, neither of which the file proves. The Clebsch–Gordan series appears as an identity between characters and yields no coupling coefficients. Half-integer angular momentum, spin–orbit coupling, mixing between shells and floating-point error lie beyond the model.

A different definition would impose time-reversal symmetry by summing $\langle\chi_k\rangle$ over even ranks only. The two counts differ when an odd rank has a nonzero average. Direct evaluation gives zero for $k=1,3,5,7$ and $24\langle\chi_9\rangle=19+8-9+6=24$, so they agree for $L\le4$, and at $L=5$ the even-rank count is 5 against $N_5=6$.
